# For independent electrons, moving one electron between identical cells with filled lower and empty upper levels costs the gap

The energy of \(N\) electrons in a cell could be defined by filling levels from the bottom, or as the least energy over all ways of occupying the spin orbitals. Here it is the least energy, and bottom-up filling is derived.

A cell has levels \(e_1\le e_2\le\dots\le e_M\), each with room for two electrons of opposite spin. The electrons do not interact, and the levels stay fixed when the charge changes. With \(E(N)\) for the least energy of \(N\) electrons, moving one electron between two cells that hold \(2m\) each, with \(1\le m<M\), costs

\[
E(2m+1)+E(2m-1)-2E(2m)=e_{m+1}-e_m .
\]

```lean
import Mathlib

open Finset

namespace ElectronCounting

noncomputable section
```

## Configurations and their least energy

A spin orbital is a pair (level, spin), with the level in \(1,\dots,M\). In Lean the spin is a `Bool`, so there are \(2M\) such pairs.

```lean
/-- The spin orbitals of a cell with levels numbered `1, ..., M`: each level occurs with two
spins. -/
def spinOrbitals (M : ℕ) : Finset (ℕ × Bool) := Finset.Icc 1 M ×ˢ Finset.univ
```

A configuration is a set \(S\) of spin orbitals, so the Pauli principle is built in. Its energy is the sum of its occupied levels, \(\sum_{p\in S}e_{p.1}\), where `p.1` is the level number of \(p\). The levels are a function `e : ℕ → ℝ`, of which only the values at \(1,\dots,M\) matter.

```lean
/-- The energy of a configuration: the sum of the level energies of its occupied spin orbitals. -/
def energy (e : ℕ → ℝ) (S : Finset (ℕ × Bool)) : ℝ := ∑ p ∈ S, e p.1
```

For given \(N\), collect the energies of all \(N\)-element configurations.

```lean
/-- The energies of all configurations of `N` electrons in the `2M` spin orbitals. -/
def energies (e : ℕ → ℝ) (M N : ℕ) : Set ℝ :=
  {E | ∃ S : Finset (ℕ × Bool), S ⊆ spinOrbitals M ∧ S.card = N ∧ energy e S = E}
```

\(E(N)\) is the infimum of this set, `groundEnergy e M N`. For \(N>2M\) the set is empty and Lean's infimum is 0, which has no physical meaning; the theorems about \(E\) keep every electron number within capacity.

```lean
/-- The least energy `E(N)` of `N` electrons in the `2M` spin orbitals, meant for `N ≤ 2M`. -/
def groundEnergy (e : ℕ → ℝ) (M N : ℕ) : ℝ := sInf (energies e M N)
```

Belonging to the cell is a condition on the level number alone.

```lean
/-- A spin orbital belongs to the cell exactly when its level number lies between `1` and `M`. -/
theorem mem_spinOrbitals {M : ℕ} {p : ℕ × Bool} :
    p ∈ spinOrbitals M ↔ 1 ≤ p.1 ∧ p.1 ≤ M := by
  simp [spinOrbitals]
```

## Filling from the bottom

Number the electrons \(k=0,1,\dots,N-1\) and put electron \(k\) in level \(\lfloor k/2\rfloor+1\). The energy is

\[
A(N)=\sum_{k=0}^{N-1}e_{\lfloor k/2\rfloor+1}.
\]

No configuration lies lower. This is clear for \(N=0\). Suppose it holds for \(N\), and let \(S\) contain \(N+1\) spin orbitals. Levels \(1,\dots,\lfloor N/2\rfloor\) offer only \(2\lfloor N/2\rfloor\le N\) places, so some \(p\in S\) has level at least \(\lfloor N/2\rfloor+1\). Removing it leaves \(N\) electrons, and

\[
\text{energy}(S)=\text{energy}(S\setminus\{p\})+e_{p.1}\ \ge\ A(N)+e_{\lfloor N/2\rfloor+1}=A(N+1).
\]

In the code, `hex` is the counting step, proved by contradiction: if every level were lower, \(S\) would fit inside `spinOrbitals (N / 2)`. Then `hlow` is the induction hypothesis for the remaining electrons, and `hmono` compares the two levels. The ordering of the levels enters as `MonotoneOn e (Set.Icc 1 M)`, which allows degeneracies.

```lean
/-- For ordered levels, no configuration of `N` electrons has less energy than filling the levels
from the bottom, two electrons to a level. -/
theorem aufbau_le {e : ℕ → ℝ} {M : ℕ} (he : MonotoneOn e (Set.Icc 1 M)) (N : ℕ) :
    ∀ S : Finset (ℕ × Bool), S ⊆ spinOrbitals M → S.card = N →
      ∑ k ∈ range N, e (k / 2 + 1) ≤ energy e S := by
  induction N with
  | zero =>
    intro S _ hc
    rw [Finset.card_eq_zero.mp hc]
    simp [energy]
  | succ N ih =>
    intro S hS hc
    -- the levels up to N/2 cannot hold all N + 1 electrons
    have hex : ∃ p ∈ S, N / 2 + 1 ≤ p.1 := by
      by_contra! h
      have hsub : S ⊆ spinOrbitals (N / 2) := by
        intro p hp
        have h1 := h p hp
        have h2 := mem_spinOrbitals.mp (hS hp)
        exact mem_spinOrbitals.mpr ⟨h2.1, by omega⟩
      have hcard := Finset.card_le_card hsub
      have htwo : (spinOrbitals (N / 2)).card = N / 2 * 2 := by
        simp [spinOrbitals]
      omega
    obtain ⟨p, hp, hle⟩ := hex
    have hpM := mem_spinOrbitals.mp (hS hp)
    -- remove that electron and use the bound for N electrons
    have hlow := ih (S.erase p) ((Finset.erase_subset p S).trans hS)
      (by have := Finset.card_erase_of_mem hp; omega)
    have hsum : energy e (S.erase p) + e p.1 = energy e S :=
      Finset.sum_erase_add S (fun p => e p.1) hp
    have hmono : e (N / 2 + 1) ≤ e p.1 :=
      he (Set.mem_Icc.mpr ⟨by omega, by omega⟩) (Set.mem_Icc.mpr hpM) hle
    rw [Finset.sum_range_succ]
    linarith
```

The bound is attained when \(N\le 2M\). Give electron \(k\) the spin set by the parity of \(k\). Different electrons then occupy different spin orbitals, and the highest level used is at most \(M\). Hence \(E(N)=A(N)\).

`IsLeast` says that \(A(N)\) is both the energy of some configuration and a lower bound for all of them. The injectivity statement `hf` ensures that the configuration has \(N\) members and that its energy is the sum over \(k\).

```lean
/-- Aufbau principle: for ordered levels and `N ≤ 2M`, filling from the bottom attains the
least energy of `N` electrons. -/
theorem aufbau_isLeast {e : ℕ → ℝ} {M N : ℕ} (he : MonotoneOn e (Set.Icc 1 M))
    (hN : N ≤ 2 * M) : IsLeast (energies e M N) (∑ k ∈ range N, e (k / 2 + 1)) := by
  have hf : Function.Injective (fun k : ℕ => (k / 2 + 1, decide (k % 2 = 1))) := by
    intro a b h
    simp only [Prod.mk.injEq, decide_eq_decide] at h
    omega
  constructor
  · -- electron number k goes to level k/2 + 1, with alternating spin
    refine ⟨(range N).image (fun k : ℕ => (k / 2 + 1, decide (k % 2 = 1))), ?_, ?_, ?_⟩
    · intro p hp
      obtain ⟨k, hk, rfl⟩ := Finset.mem_image.mp hp
      have hk' := Finset.mem_range.mp hk
      exact mem_spinOrbitals.mpr
        (show 1 ≤ k / 2 + 1 ∧ k / 2 + 1 ≤ M from ⟨by omega, by omega⟩)
    · rw [Finset.card_image_of_injective _ hf, Finset.card_range]
    · exact Finset.sum_image hf.injOn
  · rintro E ⟨S, hS, hc, rfl⟩
    exact aufbau_le he N S hS hc
```

Since \(A(N+1)\) has one more term than \(A(N)\), the cost of the next electron is

\[
E(N+1)-E(N)=e_{\lfloor N/2\rfloor+1}\qquad(N+1\le 2M).
\]

Lean replaces both infima by the attained sums and splits off the last term.

```lean
/-- For ordered levels with room for another electron, the electron added to `N` others costs
the energy of level `N/2 + 1`, with `N/2` rounded down. -/
theorem groundEnergy_succ {e : ℕ → ℝ} {M N : ℕ} (he : MonotoneOn e (Set.Icc 1 M))
    (hN : N + 1 ≤ 2 * M) :
    groundEnergy e M (N + 1) = groundEnergy e M N + e (N / 2 + 1) := by
  have h1 : groundEnergy e M (N + 1) = _ := (aufbau_isLeast he hN).csInf_eq
  have h0 : groundEnergy e M N = _ :=
    (aufbau_isLeast he (show N ≤ 2 * M by omega)).csInf_eq
  rw [h1, h0, Finset.sum_range_succ]
```

## Transferring one electron

With \(N=2m\) and then \(N=2m-1\), this formula gives

\[
E(2m+1)-E(2m)=e_{m+1},\qquad E(2m)-E(2m-1)=e_m .
\]

Subtracting the second from the first gives the transfer cost \(e_{m+1}-e_m\). The receiving cell must use the level above the gap, while the donor gives up an electron from the level below it.

The hypothesis `m ∈ Set.Ico 1 M` means \(1\le m<M\), so both levels exist and the natural-number subtraction \(2m-1\) is an ordinary one. In the proof, `h1` and `h2` are the two differences, `omega` settles the rounding, and `linarith` subtracts.

The smallest case is \(M=2\), \(m=1\), where the cost is \((2e_1+e_2)+e_1-4e_1=e_2-e_1\).

```lean
/-- For ordered levels and `1 ≤ m < M`, moving one electron between two cells that hold `2m`
electrons each costs the gap between levels `m` and `m + 1`. -/
theorem transfer_costs_gap {e : ℕ → ℝ} {M m : ℕ} (he : MonotoneOn e (Set.Icc 1 M))
    (hm : m ∈ Set.Ico 1 M) :
    groundEnergy e M (2 * m + 1) + groundEnergy e M (2 * m - 1) - 2 * groundEnergy e M (2 * m)
      = e (m + 1) - e m := by
  obtain ⟨hm1, hmM⟩ := Set.mem_Ico.mp hm
  have h1 := groundEnergy_succ he (show 2 * m + 1 ≤ 2 * M by omega)
  have h2 := groundEnergy_succ he (show 2 * m - 1 + 1 ≤ 2 * M by omega)
  rw [show 2 * m / 2 + 1 = m + 1 by omega] at h1
  rw [show (2 * m - 1) / 2 + 1 = m by omega, show 2 * m - 1 + 1 = 2 * m by omega] at h2
  linarith
```

For cells with \(2m-1\) electrons each, the two relevant differences coincide:

\[
E(2m)-E(2m-1)=e_m=E(2m-1)-E(2m-2),
\]

so \(E(2m)+E(2m-2)-2E(2m-1)=0\). The electron moves from one half-filled level \(m\) to another. The cost vanishes because the model has no repulsion between two electrons in the same level. Here \(m=M\) is allowed, and with \(M=m=1\) the identity reads \(2e_1+0-2e_1=0\).

```lean
/-- For ordered levels and `1 ≤ m ≤ M`, moving one electron between two cells that hold
`2m - 1` electrons each costs nothing. -/
theorem odd_transfer_free {e : ℕ → ℝ} {M m : ℕ} (he : MonotoneOn e (Set.Icc 1 M))
    (hm : m ∈ Set.Icc 1 M) :
    groundEnergy e M (2 * m) + groundEnergy e M (2 * m - 2)
      - 2 * groundEnergy e M (2 * m - 1) = 0 := by
  obtain ⟨hm1, hmM⟩ := Set.mem_Icc.mp hm
  have h1 := groundEnergy_succ he (show 2 * m - 1 + 1 ≤ 2 * M by omega)
  have h2 := groundEnergy_succ he (show 2 * m - 2 + 1 ≤ 2 * M by omega)
  rw [show (2 * m - 1) / 2 + 1 = m by omega, show 2 * m - 1 + 1 = 2 * m by omega] at h1
  rw [show (2 * m - 2) / 2 + 1 = m by omega, show 2 * m - 2 + 1 = 2 * m - 1 by omega] at h2
  linarith
```

## Arbitrary charge on one cell

Write \(\Delta=e_{m+1}-e_m\) for the gap and \(\mu=(e_m+e_{m+1})/2\) for the midgap energy. Every electron added beyond \(2m\) costs at least \(e_{m+1}\), and every electron removed gives back at most \(e_m\). For \(q\) electrons added or removed within the cell's capacity,

\[
E(2m+q)\ge E(2m)+q\,e_{m+1}=E(2m)+\mu q+\tfrac{\Delta}{2}q,
\]
\[
E(2m-q)\ge E(2m)-q\,e_m=E(2m)-\mu q+\tfrac{\Delta}{2}q .
\]

Together, for every \(N\le 2M\),

\[
E(N)\ge E(2m)+\mu\,(N-2m)+\tfrac{\Delta}{2}\,|N-2m| .
\]

The inductions `up` and `down` prove the two inequalities one electron at a time. The case split on whether \(N\) is above or below \(2m\) then removes the absolute value.

```lean
/-- For ordered levels, `1 ≤ m < M` and `N ≤ 2M`, the energy of a cell with `N` electrons is at
least that with `2m`, plus `N - 2m` (negative when electrons are removed) times the mean energy of
levels `m` and `m + 1`, plus `|N - 2m|` times half the gap between these levels. -/
theorem charged_cell_bound {e : ℕ → ℝ} {M m N : ℕ} (he : MonotoneOn e (Set.Icc 1 M))
    (hm : m ∈ Set.Ico 1 M) (hN : N ≤ 2 * M) :
    groundEnergy e M (2 * m) + (e m + e (m + 1)) / 2 * ((N : ℝ) - 2 * m)
      + (e (m + 1) - e m) / 2 * |(N : ℝ) - 2 * m| ≤ groundEnergy e M N := by
  have hmM : m < M := hm.2
  -- every added electron costs at least the level above the gap
  have up : ∀ q : ℕ, 2 * m + q ≤ 2 * M →
      groundEnergy e M (2 * m) + q * e (m + 1) ≤ groundEnergy e M (2 * m + q) := by
    intro q
    induction q with
    | zero => intro _; simp
    | succ q ih =>
      intro hq
      have h0 := ih (by omega)
      have h1 := groundEnergy_succ he (show 2 * m + q + 1 ≤ 2 * M by omega)
      have h2 : e (m + 1) ≤ e ((2 * m + q) / 2 + 1) :=
        he (Set.mem_Icc.mpr ⟨by omega, by omega⟩) (Set.mem_Icc.mpr ⟨by omega, by omega⟩)
          (by omega)
      rw [← add_assoc, h1]
      push_cast
      linarith
  -- every removed electron gives back at most the level below the gap
  have down : ∀ q : ℕ, q ≤ 2 * m →
      groundEnergy e M (2 * m) - q * e m ≤ groundEnergy e M (2 * m - q) := by
    intro q
    induction q with
    | zero => intro _; simp
    | succ q ih =>
      intro hq
      have h0 := ih (by omega)
      have h1 := groundEnergy_succ he (show 2 * m - (q + 1) + 1 ≤ 2 * M by omega)
      rw [show 2 * m - (q + 1) + 1 = 2 * m - q by omega] at h1
      have h2 : e ((2 * m - (q + 1)) / 2 + 1) ≤ e m :=
        he (Set.mem_Icc.mpr ⟨by omega, by omega⟩) (Set.mem_Icc.mpr ⟨by omega, by omega⟩)
          (by omega)
      push_cast
      linarith
  rcases le_total (2 * m) N with h | h
  · obtain ⟨q, rfl⟩ := Nat.exists_eq_add_of_le h
    have hu := up q hN
    have hc : ((2 * m + q : ℕ) : ℝ) - 2 * m = q := by push_cast; ring
    rw [hc, abs_of_nonneg (Nat.cast_nonneg q)]
    linarith
  · obtain ⟨q, hq⟩ := Nat.exists_eq_add_of_le h
    have hd := down q (by omega)
    rw [show 2 * m - q = N by omega] at hd
    have hq' : (2 * m : ℝ) = N + q := by exact_mod_cast hq
    have hc : (N : ℝ) - 2 * m = -q := by linarith
    rw [hc, abs_neg, abs_of_nonneg (Nat.cast_nonneg q)]
    linarith
```

## Many cells sharing a fixed charge

Take a finite collection \(s\) of identical cells, with \(n_c\le 2M\) electrons in cell \(c\) and \(\sum_c n_c=2m\,|s|\). The last condition is charge conservation: electrons move between the cells but do not leave the collection. Summing the single-cell bound gives

\[
\sum_{c\in s}E(n_c)\ \ge\ |s|\,E(2m)+\mu\sum_{c\in s}(n_c-2m)+\frac{\Delta}{2}\sum_{c\in s}|n_c-2m| ,
\]

and the middle sum is zero. Any redistribution therefore costs at least half the gap times the total absolute deviation.

As an example, take \(M=3\), \(m=1\) and levels \(1,4,6\) in some energy unit. Then \(E(0),\dots,E(6)\) are \(0,1,2,6,10,16,22\). Moving one electron between two cells with two electrons each costs \(6+1-2\cdot2=3\), the gap. The bound gives \(\tfrac32(1+1)=3\) as well, so it is attained. Three cells holding \(5,1,0\) electrons have energy \(16+1+0=17\), against \(6\) when balanced. The excess is \(11\), and the bound requires at least \(\tfrac32(3+1+2)=9\).

In Lean, `hcharge` is charge conservation and `hn` the capacity limit. The proof sums `charged_cell_bound` over the cells as `h`, and `hz` is the vanishing linear term.

For surface reconstructions, this supports the preference for filled low-lying and empty high-lying dangling-bond states, within a model of independent electrons in identical cells with fixed levels. The electron counting rule used for semiconductor surfaces also selects among atomic structures. The theorem `electron_counting` compares only charge distributions over given levels, without Coulomb interaction, hopping between cells or atomic relaxation. If \(e_m=e_{m+1}\), the gap is zero and the bound gives no penalty for unequal charges.

```lean
/-- Let identical cells with ordered levels share `2m` electrons per cell on average, `1 ≤ m < M`,
with at most `2M` in each. Their total energy exceeds that of the balanced arrangement by at least
half the gap between levels `m` and `m + 1` times the sum of the absolute deviations from `2m`. -/
theorem electron_counting {ι : Type*} {e : ℕ → ℝ} {M m : ℕ}
    (he : MonotoneOn e (Set.Icc 1 M)) (hm : m ∈ Set.Ico 1 M) (s : Finset ι) (n : ι → ℕ)
    (hn : ∀ c ∈ s, n c ≤ 2 * M) (hcharge : ∑ c ∈ s, n c = s.card * (2 * m)) :
    s.card * groundEnergy e M (2 * m)
      + (e (m + 1) - e m) / 2 * ∑ c ∈ s, |(n c : ℝ) - 2 * m|
      ≤ ∑ c ∈ s, groundEnergy e M (n c) := by
  have h : ∑ c ∈ s, (groundEnergy e M (2 * m)
      + (e m + e (m + 1)) / 2 * ((n c : ℝ) - 2 * m)
      + (e (m + 1) - e m) / 2 * |(n c : ℝ) - 2 * m|) ≤ ∑ c ∈ s, groundEnergy e M (n c) :=
    Finset.sum_le_sum (fun c hc => charged_cell_bound he hm (hn c hc))
  -- charge conservation removes the term linear in the cell charges
  have hz : ∑ c ∈ s, ((n c : ℝ) - 2 * m) = 0 := by
    rw [Finset.sum_sub_distrib, Finset.sum_const, nsmul_eq_mul, ← Nat.cast_sum, hcharge]
    push_cast
    ring
  rw [Finset.sum_add_distrib, Finset.sum_add_distrib, ← Finset.mul_sum, ← Finset.mul_sum, hz,
    Finset.sum_const, nsmul_eq_mul] at h
  linarith

end

end ElectronCounting
```

```lean
#print axioms ElectronCounting.transfer_costs_gap
-- 'ElectronCounting.transfer_costs_gap' depends on axioms: [propext, Classical.choice, Quot.sound]
#print axioms ElectronCounting.odd_transfer_free
-- 'ElectronCounting.odd_transfer_free' depends on axioms: [propext, Classical.choice, Quot.sound]
#print axioms ElectronCounting.electron_counting
-- 'ElectronCounting.electron_counting' depends on axioms: [propext, Classical.choice, Quot.sound]
```
